# The geometric mean minimises the worst-case condition number of the Kerker-preconditioned Thomas-Fermi response

Let q > 0 be the wavenumber of a density error in a self-consistent field calculation. In a homogeneous metal described by Thomas-Fermi linear response, the static dielectric function is

ε(q) = 1 + k²/q² = (q² + k²)/q².

The screening wavenumber k > 0 is the inverse of the length over which the electrons screen a static charge, and k² is proportional to the density of states at the Fermi level. The Kerker preconditioner with parameter k0 > 0 multiplies each Fourier component by q²/(q² + k0²). It damps the long waves, where ε(q) is large. The product of the two factors is the preconditioned response

R(q) = (q² + k²)/(q² + k0²).

Its condition number is its supremum over q > 0 divided by its infimum. If k is known only to lie between two positive bounds k1 ≤ k2, the choice k0 = √(k1 k2) makes the largest condition number over that interval as small as possible. All quantities are real numbers, and k, k0 and q share one unit of inverse length.

## The response and its condition number in Lean

```lean
import Mathlib

open Filter Topology Set

namespace KerkerMinimax

noncomputable section
```

The first line loads the Mathlib library. The `open` line gives short names to limits and intervals, and the namespace keeps the new names together.

```lean
/-- The Thomas-Fermi response at wavenumber `q`, with screening wavenumber `k`, after Kerker
preconditioning with parameter `k0`; the domain is `q ^ 2 + k0 ^ 2 ≠ 0`. -/
def response (k k0 q : ℝ) : ℝ := (q ^ 2 + k ^ 2) / (q ^ 2 + k0 ^ 2)
```

This is R(q), with the arguments in the order `k`, `k0`, `q`. The definition accepts any real numbers. Positivity enters later, as hypotheses of the theorems.

The model is diagonal in q: different Fourier components do not couple, as they would in an inhomogeneous system.

```lean
/-- The set of values of the preconditioned response over all wavenumbers `q > 0`. -/
def responseValues (k k0 : ℝ) : Set ℝ := (fun q => response k k0 q) '' Ioi 0
```

`Ioi 0` is the open half-line (0, ∞), and `''` takes the image of a set under a function. The result is the set of all values R(q) with q > 0. A periodic cell has only discrete wavenumbers, so the continuous range is an idealisation.

```lean
/-- The condition number of the preconditioned response: supremum over infimum of its values,
for `k` and `k0` positive. -/
def condNumber (k k0 : ℝ) : ℝ := sSup (responseValues k k0) / sInf (responseValues k k0)
```

The condition number is sup R / inf R. Lean's `sSup` and `sInf` return a number even for unbounded sets, so the definition becomes informative once the exact bounds are proved below.

```lean
/-- The worst condition number when the screening wavenumber is only known to lie in
`[k1, k2]`, for `0 < k1 ≤ k2` and `k0 > 0`. -/
def worstCond (k1 k2 k0 : ℝ) : ℝ := sSup ((fun k => condNumber k k0) '' Icc k1 k2)
```

Now k is known only to lie in the closed interval `Icc k1 k2`, that is k1 ≤ k ≤ k2. For a chosen k0, `worstCond` is the supremum of the condition number over all these k.

## Long and short waves set the bounds

```lean
/-- In the long-wavelength limit the preconditioned response tends to `k ^ 2 / k0 ^ 2`. -/
theorem tendsto_response_zero (k : ℝ) {k0 : ℝ} (h0 : 0 < k0) :
    Tendsto (fun q => response k k0 q) (𝓝[>] 0) (𝓝 (k ^ 2 / k0 ^ 2)) := by
  have hne : (0 : ℝ) ^ 2 + k0 ^ 2 ≠ 0 := by positivity
  have h : ContinuousAt (fun q : ℝ => (q ^ 2 + k ^ 2) / (q ^ 2 + k0 ^ 2)) 0 :=
    ContinuousAt.div (by fun_prop) (by fun_prop) hne
  have h' := h.tendsto.mono_left (nhdsWithin_le_nhds (s := Ioi (0 : ℝ)))
  simpa [response] using h'
```

The theorem says that R(q) → k²/k0² as q → 0 from the right, which is what `𝓝[>] 0` expresses. By hand, one puts q = 0 into the quotient, which is allowed because k0² ≠ 0. Lean does the same: it proves continuity at 0 and then restricts the limit to positive q.

```lean
/-- In the short-wavelength limit the preconditioned response tends to `1`. -/
theorem tendsto_response_atTop (k k0 : ℝ) :
    Tendsto (fun q => response k k0 q) atTop (𝓝 1) := by
  have h1 : Tendsto (fun q : ℝ => q ^ 2 + k0 ^ 2) atTop atTop :=
    tendsto_atTop_add_const_right _ _ (tendsto_pow_atTop two_ne_zero)
  have h2 : Tendsto (fun q : ℝ => 1 + (k ^ 2 - k0 ^ 2) / (q ^ 2 + k0 ^ 2)) atTop (𝓝 (1 + 0)) :=
    tendsto_const_nhds.add (h1.const_div_atTop _)
  rw [add_zero] at h2
  refine h2.congr' ?_
  filter_upwards [eventually_gt_atTop (0 : ℝ)] with q hq
  have hne : q ^ 2 + k0 ^ 2 ≠ 0 := by positivity
  unfold response
  rw [eq_div_iff hne, add_mul, div_mul_cancel₀ _ hne]
  ring
```

For q → ∞, written `atTop`, the limit is 1. The calculation by hand is

R(q) = 1 + (k² − k0²)/(q² + k0²),

where the last denominator grows without bound. Lean finds the limit of the right-hand side and then shows that both sides agree for q > 0.

```lean
/-- The least upper bound of the preconditioned response is the larger of its two limits. -/
theorem isLUB_response (k : ℝ) {k0 : ℝ} (h0 : 0 < k0) :
    IsLUB (responseValues k k0) (max 1 (k ^ 2 / k0 ^ 2)) := by
  constructor
  · rintro _ ⟨q, -, rfl⟩
    have h1 := le_max_left 1 (k ^ 2 / k0 ^ 2)
    have h2 := (div_le_iff₀ (by positivity)).1 (le_max_right 1 (k ^ 2 / k0 ^ 2))
    change (q ^ 2 + k ^ 2) / (q ^ 2 + k0 ^ 2) ≤ _
    rw [div_le_iff₀ (by positivity)]
    nlinarith [mul_nonneg (sq_nonneg q) (sub_nonneg.2 h1)]
  · -- any upper bound also bounds both limits
    intro b hb
    refine max_le (le_of_tendsto (tendsto_response_atTop k k0) ?_)
      (le_of_tendsto (tendsto_response_zero k h0) ?_)
    · filter_upwards [eventually_gt_atTop (0 : ℝ)] with q hq
      exact hb ⟨q, hq, rfl⟩
    · filter_upwards [self_mem_nhdsWithin] with q hq
      exact hb ⟨q, hq, rfl⟩
```

`IsLUB` means least upper bound, and the claim is that, for k0 > 0, sup R = M with

M = max(1, k²/k0²).

First, M is an upper bound. Since M ≥ 1 and M k0² ≥ k²,

q² + k² ≤ M q² + M k0² = M (q² + k0²).

Dividing by q² + k0² gives R(q) ≤ M. In Lean, `nlinarith` completes this step from the product q²(M − 1) ≥ 0.

Second, no smaller number will do. If b bounds every R(q), it also bounds both limits, so b ≥ 1 and b ≥ k²/k0². This is the role of `le_of_tendsto`.

```lean
/-- The greatest lower bound of the preconditioned response is the smaller of its two limits. -/
theorem isGLB_response (k : ℝ) {k0 : ℝ} (h0 : 0 < k0) :
    IsGLB (responseValues k k0) (min 1 (k ^ 2 / k0 ^ 2)) := by
  constructor
  · rintro _ ⟨q, -, rfl⟩
    have h1 := min_le_left 1 (k ^ 2 / k0 ^ 2)
    have h2 := (le_div_iff₀ (by positivity)).1 (min_le_right 1 (k ^ 2 / k0 ^ 2))
    change _ ≤ (q ^ 2 + k ^ 2) / (q ^ 2 + k0 ^ 2)
    rw [le_div_iff₀ (by positivity)]
    nlinarith [mul_nonneg (sq_nonneg q) (sub_nonneg.2 h1)]
  · intro b hb
    refine le_min (ge_of_tendsto (tendsto_response_atTop k k0) ?_)
      (ge_of_tendsto (tendsto_response_zero k h0) ?_)
    · filter_upwards [eventually_gt_atTop (0 : ℝ)] with q hq
      exact hb ⟨q, hq, rfl⟩
    · filter_upwards [self_mem_nhdsWithin] with q hq
      exact hb ⟨q, hq, rfl⟩
```

The greatest lower bound is m = min(1, k²/k0²), by the same argument with the inequalities reversed: m (q² + k0²) ≤ q² + k².

It would be wrong to state these two results with a maximum and a minimum. When k ≠ k0, R(q) lies strictly between its two limits for every q > 0, so neither bound is attained. `IsGreatest` in place of `IsLUB` would then make the statement false.

```lean
/-- The condition number of the preconditioned response is the larger of `k ^ 2 / k0 ^ 2`
and `k0 ^ 2 / k ^ 2`. -/
theorem condNumber_eq {k k0 : ℝ} (hk : 0 < k) (h0 : 0 < k0) :
    condNumber k k0 = max (k ^ 2 / k0 ^ 2) (k0 ^ 2 / k ^ 2) := by
  have hne : (responseValues k k0).Nonempty :=
    ⟨response k k0 1, 1, Set.mem_Ioi.2 (by norm_num), rfl⟩
  unfold condNumber
  rw [(isLUB_response k h0).csSup_eq hne, (isGLB_response k h0).csInf_eq hne]
  rcases le_total k k0 with h | h
  · have hs : k ^ 2 ≤ k0 ^ 2 := by gcongr
    have h1 : k ^ 2 / k0 ^ 2 ≤ 1 := (div_le_one (by positivity)).2 hs
    have h2 : 1 ≤ k0 ^ 2 / k ^ 2 := (one_le_div (by positivity)).2 hs
    rw [max_eq_left h1, min_eq_right h1, max_eq_right (h1.trans h2), one_div_div]
  · have hs : k0 ^ 2 ≤ k ^ 2 := by gcongr
    have h1 : 1 ≤ k ^ 2 / k0 ^ 2 := (one_le_div (by positivity)).2 hs
    have h2 : k0 ^ 2 / k ^ 2 ≤ 1 := (div_le_one (by positivity)).2 hs
    rw [max_eq_right h1, min_eq_left h1, max_eq_left (h2.trans h1), div_one]
```

For k, k0 > 0 the condition number is

max(k²/k0², k0²/k²).

There are two cases:

- If k ≤ k0, the supremum is 1 and the infimum is k²/k0², so the ratio is k0²/k².
- If k ≥ k0, the supremum is k²/k0² and the infimum is 1, so the ratio is k²/k0².

In each case the result is the larger of the two reciprocal numbers. The Lean proof replaces `sSup` and `sInf` by the exact bounds, using the value at q = 1 to show that the set is not empty, and then splits into the same cases with `le_total`.

## A screening wavenumber known only to an interval

```lean
/-- The worst condition number over `[k1, k2]` is the larger of `k2 ^ 2 / k0 ^ 2` and
`k0 ^ 2 / k1 ^ 2`, and some screening wavenumber in the interval attains it. -/
theorem isGreatest_condNumber {k1 k2 k0 : ℝ} (h1 : 0 < k1) (h12 : k1 ≤ k2) (h0 : 0 < k0) :
    IsGreatest ((fun k => condNumber k k0) '' Icc k1 k2)
      (max (k2 ^ 2 / k0 ^ 2) (k0 ^ 2 / k1 ^ 2)) := by
  have h2 : 0 < k2 := h1.trans_le h12
  have ha : k1 ^ 2 / k0 ^ 2 ≤ k2 ^ 2 / k0 ^ 2 := by gcongr
  have hb : k0 ^ 2 / k2 ^ 2 ≤ k0 ^ 2 / k1 ^ 2 := by gcongr
  constructor
  · -- the maximum sits at one of the two endpoints
    rcases le_total (k2 ^ 2 / k0 ^ 2) (k0 ^ 2 / k1 ^ 2) with h | h
    · refine ⟨k1, ⟨le_rfl, h12⟩, ?_⟩
      change condNumber k1 k0 = _
      rw [condNumber_eq h1 h0, max_eq_right h, max_eq_right (ha.trans h)]
    · refine ⟨k2, ⟨h12, le_rfl⟩, ?_⟩
      change condNumber k2 k0 = _
      rw [condNumber_eq h2 h0, max_eq_left h, max_eq_left (hb.trans h)]
  · rintro _ ⟨k, ⟨hl, hu⟩, rfl⟩
    have hk : 0 < k := h1.trans_le hl
    change condNumber k k0 ≤ _
    rw [condNumber_eq hk h0]
    exact max_le_max (by gcongr) (by gcongr)
```

Let 0 < k1 ≤ k2. For fixed k0 > 0, the worst condition number over k1 ≤ k ≤ k2 is

max(k2²/k0², k0²/k1²).

As k grows, k²/k0² increases and k0²/k² decreases. The first is therefore at most k2²/k0² and the second at most k0²/k1², which gives the upper bound.

Here the bound is attained, so `IsGreatest` is correct. Suppose k0²/k1² is the larger entry. At k = k1 the condition number is max(k1²/k0², k0²/k1²), and

k1²/k0² ≤ k2²/k0² ≤ k0²/k1²,

so it equals k0²/k1². If k2²/k0² is the larger entry, k = k2 attains it in the same way. Lean proves attainment first and the upper bound second.

```lean
/-- For a screening wavenumber known only to lie in `[k1, k2]`, the Kerker parameter
`√(k1 * k2)` has worst condition number `k2 / k1`, and every other positive parameter has a
strictly larger one. -/
theorem geometric_mean_optimal {k1 k2 : ℝ} (h1 : 0 < k1) (h12 : k1 ≤ k2) :
    worstCond k1 k2 √(k1 * k2) = k2 / k1 ∧
      ∀ k0, 0 < k0 → k0 ≠ √(k1 * k2) → k2 / k1 < worstCond k1 k2 k0 := by
  have h2 : 0 < k2 := h1.trans_le h12
  have hs : √(k1 * k2) ^ 2 = k1 * k2 := Real.sq_sqrt (by positivity)
  have hpos : 0 < √(k1 * k2) := Real.sqrt_pos.2 (by positivity)
  constructor
  · unfold worstCond
    rw [(isGreatest_condNumber h1 h12 hpos).csSup_eq, hs]
    have ea : k2 ^ 2 / (k1 * k2) = k2 / k1 := by
      rw [div_eq_div_iff (by positivity) (by positivity)]
      ring
    have eb : k1 * k2 / k1 ^ 2 = k2 / k1 := by
      rw [div_eq_div_iff (by positivity) (by positivity)]
      ring
    rw [ea, eb, max_self]
  · intro k0 h0 hne
    unfold worstCond
    rw [(isGreatest_condNumber h1 h12 h0).csSup_eq]
    rcases lt_or_gt_of_ne hne with h | h
    · -- too small a parameter: the strongest screening is the bad case
      have hlt : k0 ^ 2 < k1 * k2 := by nlinarith
      apply lt_max_of_lt_left
      rw [div_lt_div_iff₀ (by positivity) (by positivity)]
      nlinarith [mul_pos h2 (sub_pos.2 hlt)]
    · -- too large a parameter: the weakest screening is the bad case
      have hlt : k1 * k2 < k0 ^ 2 := by nlinarith
      apply lt_max_of_lt_right
      rw [div_lt_div_iff₀ (by positivity) (by positivity)]
      nlinarith [mul_pos h1 (sub_pos.2 hlt)]
```

The theorem assumes 0 < k1 ≤ k2 and has two parts, joined by `∧`. The parameter k0 = √(k1 k2) has worst condition number k2/k1, and every other positive k0 has a strictly larger one. Together they say that the geometric mean is the unique minimiser among positive parameters.

At k0² = k1 k2 the two entries coincide:

k2²/(k1 k2) = k2/k1 and k1 k2/k1² = k2/k1.

If k0 is smaller than the geometric mean, then k0² < k1 k2 and the first entry exceeds the target:

k2²/k0² > k2²/(k1 k2) = k2/k1.

If k0 is larger, then k0² > k1 k2 and the second entry does:

k0²/k1² > k1 k2/k1² = k2/k1.

The Lean proof makes this split with `lt_or_gt_of_ne`. In each branch it selects the entry of the maximum that is too large, clears the denominators and leaves the remaining inequality to `nlinarith`.

In the limiting case k1 = k2 = k, the best parameter is k0 = k and the condition number is 1. The preconditioner then cancels the q-dependence completely, and R(q) = 1 at every wavenumber.

## The error factor in damped linear mixing

```lean
/-- With Kerker parameter `√(k1 * k2)` and damping `2 k1 k2 / (k1 k2 + k ^ 2)`, the linear-mixing
error multiplier at every `q` has modulus at most `(k2 - k1) / (k2 + k1)`, provided that `0 < k1`
and the screening wavenumber `k` lies in `[k1, k2]`. -/
theorem damped_error_le {k1 k2 k : ℝ} (h1 : 0 < k1) (hk : k ∈ Icc k1 k2) (q : ℝ) :
    |1 - 2 * (k1 * k2) / (k1 * k2 + k ^ 2) * response k √(k1 * k2) q|
      ≤ (k2 - k1) / (k2 + k1) := by
  obtain ⟨hl, hu⟩ := hk
  have hk0 : 0 < k := h1.trans_le hl
  have h2 : 0 < k2 := hk0.trans_le hu
  have hp : 0 < k1 * k2 := mul_pos h1 h2
  have hlo : k1 ^ 2 ≤ k ^ 2 := by gcongr
  have hhi : k ^ 2 ≤ k2 ^ 2 := by gcongr
  have hq : 0 < q ^ 2 + k1 * k2 := by positivity
  have hd : 0 < k1 * k2 + k ^ 2 := by positivity
  -- the multiplier factors into a screening mismatch and a wavenumber mismatch
  have key : 1 - 2 * (k1 * k2) / (k1 * k2 + k ^ 2) * response k √(k1 * k2) q
      = (k ^ 2 - k1 * k2) / (k1 * k2 + k ^ 2) * ((q ^ 2 - k1 * k2) / (q ^ 2 + k1 * k2)) := by
    unfold response
    rw [Real.sq_sqrt hp.le, div_mul_div_comm, div_mul_div_comm,
      eq_div_iff (mul_pos hd hq).ne', sub_mul, div_mul_cancel₀ _ (mul_pos hd hq).ne']
    ring
  have hA : |(k ^ 2 - k1 * k2) / (k1 * k2 + k ^ 2)| ≤ (k2 - k1) / (k2 + k1) := by
    rw [abs_div, abs_of_pos hd, div_le_div_iff₀ hd (by positivity)]
    rcases abs_cases (k ^ 2 - k1 * k2) with ⟨h, -⟩ | ⟨h, -⟩
    · rw [h]
      nlinarith [mul_nonneg h1.le (sub_nonneg.2 hhi)]
    · rw [h]
      nlinarith [mul_nonneg h2.le (sub_nonneg.2 hlo)]
  have hB : |(q ^ 2 - k1 * k2) / (q ^ 2 + k1 * k2)| ≤ 1 := by
    rw [abs_div, abs_of_pos hq, div_le_one hq, abs_le]
    constructor <;> nlinarith [sq_nonneg q]
  rw [key, abs_mul]
  exact (mul_le_of_le_one_right (abs_nonneg _) hB).trans hA

end

end KerkerMinimax
```

In linear mixing with the Kerker preconditioner and damping α, one step multiplies the density error at wavenumber q by 1 − α R(q), as long as the error is small enough for linear response. The theorem takes k0 = √(k1 k2) and

α = 2 k1 k2/(k1 k2 + k²).

It states that for every k in [k1, k2] and every real q

|1 − α R(q)| ≤ (k2 − k1)/(k2 + k1).

To derive this, write p = k1 k2 and put the multiplier over a common denominator. Its numerator is

(p + k²)(q² + p) − 2p(q² + k²) = (k² − p)(q² − p),

and therefore

1 − α R(q) = [(k² − p)/(k² + p)] · [(q² − p)/(q² + p)].

This is `key` in the Lean proof. The second factor has modulus at most 1, because p > 0 and q² ≥ 0; this is `hB`.

For the first factor, `hA` shows

|k² − p|/(k² + p) ≤ (k2 − k1)/(k2 + k1).

After clearing denominators, the case k² ≥ p reduces to k² ≤ k2², and the case k² < p reduces to k1² ≤ k². Both follow from k1 ≤ k ≤ k2. Multiplying the two bounds finishes the proof.

The bound is below 1 because k1 > 0, so within this linear, homogeneous model every Fourier component of the error with q > 0 shrinks at each mixing step. Note what has to be known: k0 depends only on the interval, but this α contains the actual k. The theorem therefore gives no rate for a single damping fixed in advance for the whole interval. When k1 = k2, α = 1 and the bound is 0, so one step removes the error.

```lean
#print axioms KerkerMinimax.geometric_mean_optimal
-- 'KerkerMinimax.geometric_mean_optimal' depends on axioms: [propext, Classical.choice, Quot.sound]
#print axioms KerkerMinimax.damped_error_le
-- 'KerkerMinimax.damped_error_le' depends on axioms: [propext, Classical.choice, Quot.sound]
```
